# At fixed transition densities, raising positive transition energies by at most a factor k raises the static screened interaction by at most the same factor

Static-screening calculations such as COHSEX often start from Kohn–Sham transition energies that are too small. Taken alone, this error makes the system look too polarizable and the screened interaction $W$ too weak; leaving the electron–hole attraction out of the polarizability can act the other way. Knowing that the energies are wrong by at most some factor does not by itself say how wrong $W$ is, because $W$ contains the inverse of the dielectric matrix, and inversion can amplify errors.

For a finite-dimensional model with a positive definite bare interaction $v$ and fixed transition densities, no amplification occurs. If the energies satisfy $0<D_t\le D'_t\le kD_t$ for every transition $t$, with $k\ge1$, then

$$W(D)\le W(D')\le k\,W(D).$$

Here $A\le B$ is the Loewner order: $B-A$ is positive semidefinite, so $x^*Ax\le x^*Bx$ for every charge vector $x$. Individual off-diagonal elements need not be ordered. The bound concerns $W$ itself, not the self-energy built from it.

## The same transition densities before and after

The static polarizability is

$$P(D)=-\sum_t \frac{1}{D_t}\,\rho_t\rho_t^*,$$

where $\rho_t$ is the density of transition $t$ and $D_t$ its energy, usually written as a difference of orbital energies. Spin and resonant/antiresonant prefactors are absorbed into $\rho_t$.

```lean
import Mathlib

open Matrix
open scoped MatrixOrder ComplexOrder

namespace StaticScreeningEnergies

noncomputable section

variable {n T : Type*} [Fintype n] [Fintype T]

/-- The static polarizability `P(D) = -∑ₜ ρₜ ρₜ* / Dₜ` of transitions with densities `ρₜ`
and nonzero energies `Dₜ`. -/
def polarizability (ρ : T → n → ℂ) (D : T → ℝ) : Matrix n n ℂ :=
  -∑ t, ((1 / D t : ℝ) : ℂ) • vecMulVec (ρ t) (star (ρ t))
```

The finite types `n` and `T` label sites (or basis functions) and transitions. `vecMulVec (ρ t) (star (ρ t))` is the matrix $\rho_t\rho_t^*$, and the real weights are cast to complex numbers.

Physically, the energies are corrected while the orbitals are kept. Both the derivation and the Lean statement use this by passing one `ρ` to both polarizabilities. Without it the lower bound can fail: on one site with $v=1$ and $D=D'=1$, doubling $\rho=1$ lowers $W$ from $1/2$ to $1/5$. Applying the bound to a material therefore assumes, besides a finite basis, that the polarizability entering $W$ has this independent-transition form, with unchanged densities.

## Positive energies that do not decrease

Positive $D_t$ means that every transition costs energy, as for excitations out of a stable reference state. Each $\rho_t\rho_t^*$ is positive semidefinite, since $x^*\rho_t\rho_t^*x=|\rho_t^*x|^2$, and so is any sum of them with nonnegative weights. With $0<D_t\le D'_t$,

$$P(D')-P(D)=\sum_t\left(\frac1{D_t}-\frac1{D'_t}\right)\rho_t\rho_t^*\ge0.$$

```lean
/-- A sum of transition channels `ρₜ ρₜ*` with nonnegative weights is positive semidefinite. -/
theorem channels_posSemidef (ρ : T → n → ℂ) (c : T → ℝ) (hc : ∀ t, 0 ≤ c t) :
    (∑ t, (c t : ℂ) • vecMulVec (ρ t) (star (ρ t))).PosSemidef := by
  refine Finset.sum_induction _ Matrix.PosSemidef (fun _ _ ha hb => ha.add hb)
    Matrix.PosSemidef.zero fun t _ => ?_
  have h : (0 : ℂ) ≤ (c t : ℂ) := by exact_mod_cast hc t
  exact (posSemidef_vecMulVec_self_star (ρ t)).smul h

/-- Raising positive transition energies raises the (negative) polarizability
in Loewner order. -/
theorem polarizability_mono (ρ : T → n → ℂ) {D D' : T → ℝ}
    (hD : ∀ t, 0 < D t) (h : ∀ t, D t ≤ D' t) :
    polarizability ρ D ≤ polarizability ρ D' := by
  have e : polarizability ρ D' - polarizability ρ D =
      ∑ t, ((1 / D t - 1 / D' t : ℝ) : ℂ) • vecMulVec (ρ t) (star (ρ t)) := by
    simp only [polarizability, Complex.ofReal_sub, sub_smul, Finset.sum_sub_distrib]
    abel
  rw [Matrix.le_iff, e]
  exact channels_posSemidef ρ _ fun t =>
    sub_nonneg.mpr (one_div_le_one_div_of_le (hD t) (h t))
```

`channels_posSemidef` adds up the channels by induction over the finite sum. `polarizability_mono` writes the difference as above and applies that lemma to the weights $1/D_t-1/D'_t$.

If $D_t$ may be negative, the ordering $D_t\le D'_t$ alone does not give the lower bound. On one site with $v=\rho=1$, $W=d/(d+1)$ at energy $d$; going from $d=-2$ to $d=1$ lowers $W$ from $2$ to $1/2$. If positive energies decrease instead, $W$ in this example falls too.

The upper bound also needs the effect of a common factor, $P(kD)=P(D)/k$, which follows by taking $1/k$ out of the sum.

```lean
omit [Fintype n] in
/-- Multiplying all transition energies by `k` divides the polarizability by `k`,
for nonzero `k`. -/
theorem polarizability_scale (ρ : T → n → ℂ) (D : T → ℝ) (k : ℝ) :
    polarizability ρ (fun t => k * D t) = ((k⁻¹ : ℝ) : ℂ) • polarizability ρ D := by
  unfold polarizability
  rw [smul_neg, Finset.smul_sum]
  congr 1
  refine Finset.sum_congr rfl fun t _ => ?_
  rw [smul_smul]
  congr 1
  push_cast
  ring
```

## A positive definite bare interaction

Positive definite $v$ means that every nonzero charge vector has positive electrostatic energy. In Mathlib, `PosDef` includes being Hermitian. The screened interaction is defined through the dielectric matrix $1-vP$, with no exchange–correlation kernel:

```lean
variable [DecidableEq n]

/-- The statically screened interaction `W = (1 - vP)⁻¹ v`, for an invertible dielectric
matrix `1 - vP`. -/
def screened (v P : Matrix n n ℂ) : Matrix n n ℂ := (1 - v * P)⁻¹ * v
```

The derivation uses the hypothesis to bring $W$ into a form that can be compared. Since $v$ is invertible,

$$1-vP=v(v^{-1}-P),\qquad W=(v^{-1}-P)^{-1}v^{-1}v=(v^{-1}-P)^{-1}.$$

The matrix $v^{-1}-P$ is positive definite, being the sum of the positive definite $v^{-1}$ and the positive semidefinite $-P$. Comparing two such inverses requires that inversion reverse the order. For positive definite $A\le B$,

$$A^{-1}-B^{-1}=(A^{-1}-B^{-1})A(A^{-1}-B^{-1})+B^{-1}(B-A)B^{-1}.$$

Expanding the right side gives $A^{-1}-2B^{-1}+B^{-1}AB^{-1}$ from the first term and $B^{-1}-B^{-1}AB^{-1}$ from the second, which add up to the left side. Both terms have the form $XMX^*$ with $M\ge0$, so $B^{-1}\le A^{-1}$.

```lean
/-- Inversion reverses the Loewner order of positive definite matrices. -/
theorem inv_antitone {A B : Matrix n n ℂ} (hA : A.PosDef) (hB : B.PosDef) (h : A ≤ B) :
    B⁻¹ ≤ A⁻¹ := by
  have dA := (Matrix.isUnit_iff_isUnit_det A).mp hA.isUnit
  have dB := (Matrix.isUnit_iff_isUnit_det B).mp hB.isUnit
  -- the difference of the inverses is a sum of two congruences
  have e : A⁻¹ - B⁻¹ = (A⁻¹ - B⁻¹) * A * (A⁻¹ - B⁻¹) + B⁻¹ * (B - A) * B⁻¹ := by
    have e1 : (A⁻¹ - B⁻¹) * A * (A⁻¹ - B⁻¹) + B⁻¹ * (B - A) * B⁻¹ =
        (A⁻¹ * A) * A⁻¹ - (A⁻¹ * A) * B⁻¹ - B⁻¹ * (A * A⁻¹) + (B⁻¹ * B) * B⁻¹ := by
      noncomm_ring
    rw [e1, Matrix.nonsing_inv_mul A dA, Matrix.mul_nonsing_inv A dA,
      Matrix.nonsing_inv_mul B dB]
    simp only [one_mul, mul_one]
    abel
  have p1 := hA.posSemidef.mul_mul_conjTranspose_same (A⁻¹ - B⁻¹)
  have p2 := (Matrix.le_iff.mp h).mul_mul_conjTranspose_same B⁻¹
  rw [Matrix.conjTranspose_sub, hA.inv.isHermitian.eq, hB.inv.isHermitian.eq] at p1
  rw [hB.inv.isHermitian.eq] at p2
  rw [Matrix.le_iff, e]
  exact p1.add p2

/-- For positive definite `v` and positive transition energies the dielectric matrix `1 - vP`
is invertible, `v⁻¹ - P` is positive definite, and `W` is the inverse of `v⁻¹ - P`. -/
theorem screened_eq_inv {v : Matrix n n ℂ} (hv : v.PosDef) (ρ : T → n → ℂ) {D : T → ℝ}
    (hD : ∀ t, 0 < D t) :
    IsUnit (1 - v * polarizability ρ D) ∧ (v⁻¹ - polarizability ρ D).PosDef ∧
      screened v (polarizability ρ D) = (v⁻¹ - polarizability ρ D)⁻¹ := by
  have dv := (Matrix.isUnit_iff_isUnit_det v).mp hv.isUnit
  have hP : (-polarizability ρ D).PosSemidef := by
    rw [polarizability, neg_neg]
    exact channels_posSemidef ρ _ fun t => (one_div_pos.mpr (hD t)).le
  have hA : (v⁻¹ - polarizability ρ D).PosDef := by
    rw [sub_eq_add_neg]
    exact hv.inv.add_posSemidef hP
  have e : 1 - v * polarizability ρ D = v * (v⁻¹ - polarizability ρ D) := by
    rw [mul_sub, Matrix.mul_nonsing_inv v dv]
  refine ⟨e ▸ hv.isUnit.mul hA.isUnit, hA, ?_⟩
  rw [screened, e, Matrix.mul_inv_rev, mul_assoc, Matrix.nonsing_inv_mul v dv, mul_one]
```

In `inv_antitone`, `noncomm_ring` expands the products, and `p1` and `p2` are the positivity of the two terms. `screened_eq_inv` carries out the factorisation and also shows that $1-vP$ is invertible. This matters because Lean assigns a value even to the inverse of a singular matrix.

Without any sign condition on $v$, the result fails. For one site with $v=-1$ and $\rho=1$, $W=d/(1-d)$; raising $d$ from $1/2$ to $2$ takes $W$ from $1$ to $-2$.

The model could have defined $W$ directly as $(v^{-1}-P)^{-1}$. That would shorten the proof, but the dielectric matrix would vanish from the statement, and the definition would make sense only for invertible $v$. The form chosen is meaningful for some singular interactions too: $v=0$ gives $W=0$.

## A common bound k on the energy ratios

The number $k$, which is not a wavevector, limits how far any transition energy was underestimated: $D'_t\le kD_t$.

For the lower bound, $P(D)\le P(D')$ gives $v^{-1}-P(D')\le v^{-1}-P(D)$, and inversion gives $W(D)\le W(D')$. For the upper bound, monotonicity and scaling give $P(D')\le P(kD)=P(D)/k$. Since $k\ge1$, also $v^{-1}/k\le v^{-1}$. Hence

$$\frac1k\bigl(v^{-1}-P(D)\bigr)\le v^{-1}-P(D'),$$

and inversion gives $W(D')\le kW(D)$.

```lean
/-- Let `v` be positive definite and `k ≥ 1`. If `0 < Dₜ ≤ D'ₜ ≤ k Dₜ` for every transition,
then `W(D) ≤ W(D') ≤ k W(D)` in Loewner order. -/
theorem screened_bounds {v : Matrix n n ℂ} (hv : v.PosDef) (ρ : T → n → ℂ) {D D' : T → ℝ}
    {k : ℝ} (hk : 1 ≤ k) (hD : ∀ t, 0 < D t) (h1 : ∀ t, D t ≤ D' t)
    (h2 : ∀ t, D' t ≤ k * D t) :
    screened v (polarizability ρ D) ≤ screened v (polarizability ρ D') ∧
      screened v (polarizability ρ D') ≤ (k : ℂ) • screened v (polarizability ρ D) := by
  have hD' : ∀ t, 0 < D' t := fun t => (hD t).trans_le (h1 t)
  have hk0 : 0 < k := by linarith
  obtain ⟨-, hA, hW⟩ := screened_eq_inv hv ρ hD
  obtain ⟨-, hA', hW'⟩ := screened_eq_inv hv ρ hD'
  rw [hW, hW']
  constructor
  · apply inv_antitone hA' hA
    rw [Matrix.le_iff, sub_sub_sub_cancel_left]
    exact Matrix.le_iff.mp (polarizability_mono ρ hD h1)
  · have hc : (0 : ℂ) < ((k⁻¹ : ℝ) : ℂ) := by exact_mod_cast inv_pos.mpr hk0
    have hck : ((k⁻¹ : ℝ) : ℂ) * (k : ℂ) = 1 := by
      rw [← Complex.ofReal_mul, inv_mul_cancel₀ hk0.ne', Complex.ofReal_one]
    have hinv : (((k⁻¹ : ℝ) : ℂ) • (v⁻¹ - polarizability ρ D))⁻¹ =
        (k : ℂ) • (v⁻¹ - polarizability ρ D)⁻¹ := by
      apply Matrix.inv_eq_right_inv
      rw [Matrix.smul_mul, Matrix.mul_smul, smul_smul, hck, one_smul]
      exact Matrix.mul_nonsing_inv _ ((Matrix.isUnit_iff_isUnit_det _).mp hA.isUnit)
    rw [← hinv]
    apply inv_antitone (hA.smul hc) hA'
    -- compare `P(D')` with `P(kD) = P(D)/k`, and `v⁻¹/k` with `v⁻¹`
    have hP := Matrix.le_iff.mp (polarizability_mono ρ hD' h2)
    rw [polarizability_scale] at hP
    have hr : (0 : ℂ) ≤ ((1 - k⁻¹ : ℝ) : ℂ) := by
      have : 0 ≤ 1 - k⁻¹ := sub_nonneg.mpr (inv_le_one_of_one_le₀ hk)
      exact_mod_cast this
    have e : (v⁻¹ - polarizability ρ D') - ((k⁻¹ : ℝ) : ℂ) • (v⁻¹ - polarizability ρ D) =
        ((1 - k⁻¹ : ℝ) : ℂ) • v⁻¹ +
          (((k⁻¹ : ℝ) : ℂ) • polarizability ρ D - polarizability ρ D') := by
      push_cast
      module
    rw [Matrix.le_iff, e]
    exact (hv.inv.posSemidef.smul hr).add hP
```

The two bullets of the proof are these two bounds. In the second, `hinv` computes the inverse of the scaled matrix, and `e` splits the difference into $(1-1/k)v^{-1}$ and $P(D)/k-P(D')$, both positive semidefinite.

With at least one transition, $k\ge1$ follows from the energy inequalities. With none, it has to be assumed: then $W=v$, and $v=1$, $k=1/2$ would require $1\le1/2$.

## A positive floor under the energies for a scissors shift

A scissors correction adds the same $\Delta\ge0$ to every transition energy. Let $E_g>0$ be a lower bound on the uncorrected energies, for instance the smallest of them. Then $\Delta=(\Delta/E_g)E_g\le(\Delta/E_g)D_t$, so

$$D_t\le D_t+\Delta\le\left(1+\frac{\Delta}{E_g}\right)D_t.$$

The general bound applies with $k=1+\Delta/E_g$.

```lean
/-- Scissors correction: if `v` is positive definite and all transition energies are at least
`Eg > 0`, a rigid shift by `Δ ≥ 0` does not lower `W` and raises it by at most the factor
`1 + Δ/Eg`, both in Loewner order. -/
theorem scissors_bounds {v : Matrix n n ℂ} (hv : v.PosDef) (ρ : T → n → ℂ) {D : T → ℝ}
    {Eg Δ : ℝ} (hE : 0 < Eg) (hD : ∀ t, Eg ≤ D t) (hΔ : 0 ≤ Δ) :
    screened v (polarizability ρ D) ≤ screened v (polarizability ρ fun t => D t + Δ) ∧
      screened v (polarizability ρ fun t => D t + Δ) ≤
        ((1 + Δ / Eg : ℝ) : ℂ) • screened v (polarizability ρ D) := by
  have hq : 0 ≤ Δ / Eg := div_nonneg hΔ hE.le
  refine screened_bounds hv ρ (by linarith) (fun t => hE.trans_le (hD t))
    (fun t => by linarith) fun t => ?_
  have h := mul_le_mul_of_nonneg_left (hD t) hq
  rw [div_mul_cancel₀ Δ hE.ne'] at h
  linarith
```

Lean obtains the second inequality by multiplying `hD t` by the nonnegative $\Delta/E_g$. For a finite model with fixed orbitals, this bounds the change in $W$ when a scissors-corrected gap replaces the Kohn–Sham one in the screening.

If some energy lies below $E_g$, the factor can be too small. On one site with $v=\rho=1$, $d=1/10$ and $\Delta=E_g=1$, $W$ rises from $1/11$ to $11/21$, which exceeds $2/11$.

## No smaller factor works for all energies

In the one-site model with $v=\rho=1$, $P=-1/d$ and $W(d)=1/(1+1/d)=d/(d+1)$, so

$$\frac{W(kd)}{W(d)}=\frac{k(d+1)}{kd+1},$$

which tends to $k$ as $d\to0$, the limit of strong screening. For $0<c<k$, choose $d=(k-c)/(2kc)$, so that $ckd=(k-c)/2$. Then

$$k(d+1)-c(kd+1)=kd+\frac{k-c}{2}>0,$$

and $W(kd)\le cW(d)$ is false.

```lean
/-- One site with `v = 1` and one transition of unit density and energy `d > 0`:
the screened interaction is `d/(d + 1)`. -/
theorem screened_one_channel {d : ℝ} (hd : 0 < d) :
    screened (1 : Matrix (Fin 1) (Fin 1) ℂ)
      (polarizability (fun _ : Fin 1 => fun _ => 1) fun _ => d) =
      ((d / (d + 1) : ℝ) : ℂ) • (1 : Matrix (Fin 1) (Fin 1) ℂ) := by
  have hP : 1 - (1 : Matrix (Fin 1) (Fin 1) ℂ) *
      polarizability (fun _ : Fin 1 => fun _ => 1) (fun _ => d) =
      ((1 + 1 / d : ℝ) : ℂ) • (1 : Matrix (Fin 1) (Fin 1) ℂ) := by
    ext i j
    fin_cases i
    fin_cases j
    simp [polarizability, Matrix.vecMulVec_apply]
  have e : (1 + 1 / d) * (d / (d + 1)) = 1 := by field_simp
  rw [screened, hP, mul_one]
  apply Matrix.inv_eq_right_inv
  rw [Matrix.smul_mul, Matrix.mul_smul, smul_smul, mul_one, ← Complex.ofReal_mul, e,
    Complex.ofReal_one, one_smul]

/-- The factor `k` cannot be lowered: for `0 < c < k`, the model with one site, `v = 1` and one
transition of unit density violates `W(kd) ≤ c W(d)` at some energy `d > 0`. -/
theorem factor_sharp {c k : ℝ} (hc : 0 < c) (hck : c < k) :
    ∃ d : ℝ, 0 < d ∧
      ¬ screened (1 : Matrix (Fin 1) (Fin 1) ℂ)
          (polarizability (fun _ : Fin 1 => fun _ => 1) fun _ => k * d) ≤
        (c : ℂ) • screened (1 : Matrix (Fin 1) (Fin 1) ℂ)
          (polarizability (fun _ : Fin 1 => fun _ => 1) fun _ => d) := by
  have hk : 0 < k := hc.trans hck
  obtain ⟨d, hd, hcd⟩ : ∃ d : ℝ, 0 < d ∧ c * (k * d) = (k - c) / 2 :=
    ⟨(k - c) / (2 * (k * c)), div_pos (by linarith) (by positivity), by field_simp⟩
  have hkd : 0 < k * d := mul_pos hk hd
  refine ⟨d, hd, fun h => ?_⟩
  rw [screened_one_channel hd, screened_one_channel hkd] at h
  -- read off the single matrix entry
  have h0 := (Matrix.le_iff.mp h).diag_nonneg (i := 0)
  simp only [Matrix.sub_apply, Matrix.smul_apply, Matrix.one_apply_eq, smul_eq_mul,
    mul_one] at h0
  have h1 : 0 ≤ c * (d / (d + 1)) - k * d / (k * d + 1) := by exact_mod_cast h0
  have h2 : k * d / (k * d + 1) ≤ c * d / (d + 1) := by
    rw [mul_div_assoc c d (d + 1)]
    linarith
  rw [div_le_div_iff₀ (by linarith) (by linarith)] at h2
  have h3 : k * (d + 1) ≤ c * (k * d + 1) :=
    le_of_mul_le_mul_left (by linarith) hd
  linarith

end

end StaticScreeningEnergies
```

`screened_one_channel` computes $W$ for the $1\times1$ matrix. `factor_sharp` assumes the forbidden inequality, reads off its single entry, clears denominators and reaches a contradiction. The energy $d$ depends on $c$ and $k$; at a given energy a smaller factor may suffice.

```lean
#print axioms StaticScreeningEnergies.scissors_bounds
#print axioms StaticScreeningEnergies.screened_one_channel
#print axioms StaticScreeningEnergies.factor_sharp
```

```
'StaticScreeningEnergies.scissors_bounds' depends on axioms: [propext, Classical.choice, Quot.sound]
'StaticScreeningEnergies.screened_one_channel' depends on axioms: [propext, Classical.choice, Quot.sound]
'StaticScreeningEnergies.factor_sharp' depends on axioms: [propext, Classical.choice, Quot.sound]
```
